# The mean loss on a held-out data point equals the expected risk of the rule trained on the other folds

The failing declaration, `expect_heldOut_loss`, is a statement about cross-validation and involves no particular physical model. Data points are drawn independently from a finite space with real weights `p` that sum to one, and are arranged in `L + 1` folds of `m` points. For any point of any fold `k`, the lemma says that the mean loss there of the rule trained on the other `L * m` points equals the expected risk of that rule trained on `L * m` independent points. The attempt shows that the training positions and the held-out position are all distinct, reduces the mean to one over those points alone, and then averages over the training points and the held-out point separately.

As first written in Lean, the proof fails:

```lean
import Mathlib

open Finset

namespace CrossValidation

noncomputable section

variable {Z H ι κ ρ : Type*} [Fintype Z]
  [Fintype ι] [DecidableEq ι] [Fintype κ] [DecidableEq κ] [Fintype ρ] [DecidableEq ρ]

/-- Expectation of `f` over data points drawn independently with weights `p`,
one for each index in `ι`. -/
def expect (p : Z → ℝ) (f : (ι → Z) → ℝ) : ℝ :=
  ∑ z : ι → Z, (∏ i, p (z i)) * f z

/-- Risk of a hypothesis `h`: its mean loss on a fresh data point. -/
def risk (p : Z → ℝ) (loss : H → Z → ℝ) (h : H) : ℝ := ∑ z, p z * loss h z

/-- Expected risk of the rule `A` trained on `n` independent data points. -/
def expectedRisk {n : ℕ} (p : Z → ℝ) (loss : H → Z → ℝ) (A : (Fin n → Z) → H) : ℝ :=
  expect p (fun s => risk p loss (A s))

/-- Position (fold, place in fold) of the `t`-th training point when fold `k` is held out. -/
def trainIndex {L m : ℕ} (k : Fin (L + 1)) (t : Fin (L * m)) : Fin (L + 1) × Fin m :=
  (k.succAbove (finProdFinEquiv.symm t).1, (finProdFinEquiv.symm t).2)

/-- Two disjoint groups of data points can be averaged over one after the other. -/
theorem expect_disjoint (p : Z → ℝ) (f : (κ → Z) → (ρ → Z) → ℝ) :
    expect p (fun w : κ ⊕ ρ → Z => f (fun a => w (Sum.inl a)) (fun b => w (Sum.inr b))) =
      expect p (fun x => expect p (fun y => f x y)) := by
  unfold expect
  calc _ = ∑ q : (κ → Z) × (ρ → Z),
        (∏ i, p (q.1 i)) * ((∏ i, p (q.2 i)) * f q.1 q.2) :=
        Fintype.sum_equiv (Equiv.sumArrowEquivProdArrow κ ρ Z) _ _
          (fun w => by rw [Fintype.prod_sum_type, mul_assoc]; rfl)
    _ = _ := by rw [Fintype.sum_prod_type]; simp only [Finset.mul_sum]

/-- The data points at fixed, distinct positions of an independent sample are themselves distributed
as an independent sample. -/
theorem expect_marginal (p : Z → ℝ) (hp : ∑ z, p z = 1) {φ : κ → ι}
    (hφ : Function.Injective φ) (g : (κ → Z) → ℝ) :
    expect p (fun z : ι → Z => g (fun a => z (φ a))) = expect p g := by
  classical
  let e : κ ⊕ ↥((Set.range φ)ᶜ) ≃ ι :=
    (Equiv.sumCongr (Equiv.ofInjective φ hφ) (Equiv.refl _)).trans
      (Equiv.Set.sumCompl (Set.range φ))
  -- the points that are not selected carry total weight one
  have hone : ∑ y : ↥((Set.range φ)ᶜ) → Z, ∏ i, p (y i) = 1 := by
    have h : ∏ _i : ↥((Set.range φ)ᶜ), ∑ z, p z =
        ∑ y : ↥((Set.range φ)ᶜ) → Z, ∏ i, p (y i) := by
      rw [Finset.prod_univ_sum, Fintype.piFinset_univ]
    rw [← h, hp, Finset.prod_const_one]
  calc _ = expect p (fun w : κ ⊕ ↥((Set.range φ)ᶜ) → Z => g (fun a => w (Sum.inl a))) :=
        Fintype.sum_equiv (Equiv.arrowCongr e.symm (Equiv.refl Z)) _ _ (fun z =>
          congrArg (fun c => c * g (fun a => z (φ a)))
            (Equiv.prod_comp e (fun i => p (z i))).symm)
    _ = expect p (fun x => expect p (fun _ : ↥((Set.range φ)ᶜ) → Z => g x)) :=
        expect_disjoint p (fun x _ => g x)
    _ = _ := by
        congr 1
        funext x
        unfold expect
        rw [← Finset.sum_mul, hone, one_mul]

/-- The expectation over a single data point is the weighted sum over the data space. -/
theorem expect_single [Unique ι] (p : Z → ℝ) (g : Z → ℝ) :
    expect p (fun y : ι → Z => g (y default)) = ∑ z, p z * g z := by
  unfold expect
  refine Fintype.sum_equiv (Equiv.funUnique ι Z) _ _ (fun y => ?_)
  simp

/-- The loss on any one held-out point has the expected risk of the rule trained on
`L * m` points as its mean. -/
theorem expect_heldOut_loss {L m : ℕ} (p : Z → ℝ) (hp : ∑ z, p z = 1)
    (loss : H → Z → ℝ) (A : (Fin (L * m) → Z) → H) (k : Fin (L + 1)) (j : Fin m) :
    expect p (fun z : Fin (L + 1) × Fin m → Z =>
      loss (A (fun t => z (trainIndex k t))) (z (k, j))) = expectedRisk p loss A := by
  have hne : ∀ t : Fin (L * m), (trainIndex k t).1 ≠ k := fun t => Fin.succAbove_ne k _
  -- training points and the held-out point are all distinct
  have hφ : Function.Injective
      (Sum.elim (trainIndex k) (fun _ => (k, j)) :
        Fin (L * m) ⊕ Unit → Fin (L + 1) × Fin m) := by
    rintro (s | s) (t | t) h
    · have h1 : k.succAbove (finProdFinEquiv.symm s).1 =
          k.succAbove (finProdFinEquiv.symm t).1 := congrArg Prod.fst h
      have h2 : (finProdFinEquiv.symm s).2 = (finProdFinEquiv.symm t).2 :=
        congrArg Prod.snd h
      exact congrArg Sum.inl (finProdFinEquiv.symm.injective
        (Prod.ext (Fin.succAbove_right_injective h1) h2))
    · exact (hne s (congrArg Prod.fst h)).elim
    · exact (hne t (congrArg Prod.fst h).symm).elim
    · rfl
  calc _ = expect p (fun w : Fin (L * m) ⊕ Unit → Z =>
        loss (A (fun t => w (Sum.inl t))) (w (Sum.inr ()))) :=
        expect_marginal p hp hφ
          (fun w => loss (A (fun t => w (Sum.inl t))) (w (Sum.inr ())))
    _ = expect p (fun s => expect p (fun y : Unit → Z => loss (A s) (y ()))) :=
        expect_disjoint p (fun s y => loss (A s) (y ()))
    _ = _ := by
        unfold expectedRisk
        congr 1
        funext s
        exact expect_single p (loss (A s))

end

end CrossValidation
```

The compiler's answer:

```
Main.lean:88:26: error: Application type mismatch: The argument
  h
has type
  Sum.elim (trainIndex k) (fun x => (k, j)) (Sum.inl s) = Sum.elim (trainIndex k) (fun x => (k, j)) (Sum.inl t)
but is expected to have type
  finProdFinEquiv.symm s = finProdFinEquiv.symm t
in the application
  congrArg Prod.snd h
```

The change, after which it compiles:

```diff
@@ -78,5 +78,5 @@
       loss (A (fun t => z (trainIndex k t))) (z (k, j))) = expectedRisk p loss A := by
   have hne : ∀ t : Fin (L * m), (trainIndex k t).1 ≠ k := fun t => Fin.succAbove_ne k _
-  -- training points and the held-out point are all distinct
+  -- the positions of the training points and of the held-out point are all distinct
   have hφ : Function.Injective
       (Sum.elim (trainIndex k) (fun _ => (k, j)) :
@@ -85,6 +85,7 @@
     · have h1 : k.succAbove (finProdFinEquiv.symm s).1 =
           k.succAbove (finProdFinEquiv.symm t).1 := congrArg Prod.fst h
-      have h2 : (finProdFinEquiv.symm s).2 = (finProdFinEquiv.symm t).2 :=
-        congrArg Prod.snd h
+      have h' : trainIndex k s = trainIndex k t := h
+      have h3 := congrArg Prod.snd h'
+      have h2 : (finProdFinEquiv.symm s).2 = (finProdFinEquiv.symm t).2 := h3
       exact congrArg Sum.inl (finProdFinEquiv.symm.injective
         (Prod.ext (Fin.succAbove_right_injective h1) h2))
```

Cause. The error is in the proof that two training points with the same position are the same point. The stated type of `h2` equates the second components of `finProdFinEquiv.symm s` and `finProdFinEquiv.symm t`. Lean matched `congrArg Prod.snd` against that type first, and so required `h` to equate these two pairs themselves. But `h` equates the positions given by `trainIndex`, whose first component has been passed through `k.succAbove`. These are different pairs, in `Fin (L + 1) × Fin m` rather than `Fin L × Fin m`, though their second components agree by definition.

In the repair, `h3` is given no stated type, so `congrArg` takes its pairs from the hypothesis supplied. Its result is then accepted as `h2`, because unfolding `trainIndex` turns one equation into the other. The line for `h'` restates `h` with `Sum.elim` evaluated, which makes the pairs explicit. The reworded comment is mere tidying.
